# The conductivity mass of an ellipsoidal valley is at most its density-of-states mass

An electron near an ellipsoidal band minimum can have a different mass along each principal axis. A single mass can still describe the number of states in one valley, and another the average acceleration over a suitable set of equally populated valleys. Here both are defined as means of the principal masses, and parts (d) and (e) show that these means do the physical work expected of them. For non-interacting electrons in parabolic valleys, part (f) shows that the two masses coincide exactly when all the principal masses are equal.

```lean
import Mathlib

open MeasureTheory

namespace EffectiveMass

noncomputable section

variable {d : ℕ}
```

The dimension is $d$, and the axes are numbered $i=0,\dots,d-1$. A vector is a function `Fin d → ℝ`. With principal masses $m_i$ and wave vector $k$ measured from the minimum, the energy is $\varepsilon(k)=\sum_i\hbar^2k_i^2/(2m_i)$, taken as parabolic for all $k$.

```lean
/-- Energy of an ellipsoidal valley with nonzero principal masses `m i`, at wave vector `k`
measured from the valley minimum. -/
def bandEnergy (hbar : ℝ) (m k : Fin d → ℝ) : ℝ :=
  ∑ i, hbar ^ 2 * k i ^ 2 / (2 * m i)
```

Let $\Omega_m(E)$ be the region where $\varepsilon(k)\le E$. Its volume is proportional to the number of states below $E$; spin and the density of $k$-points are left out.

```lean
/-- The region of wave-vector space in which the band energy is at most `E`. -/
def statesBelow (hbar : ℝ) (m : Fin d → ℝ) (E : ℝ) : Set (Fin d → ℝ) :=
  {k | bandEnergy hbar m k ≤ E}
```

The density-of-states mass is $m_D=(\prod_i m_i)^{1/d}$. It belongs to one valley, whereas many textbooks include a factor for the number of valleys.

```lean
/-- The density-of-states mass of one valley: the geometric mean of its principal masses,
for positive masses and `d ≥ 1`. -/
def dosMass (m : Fin d → ℝ) : ℝ := (∏ i, m i) ^ (1 / (d : ℝ))
```

The conductivity mass is $m_C=d/S$, where $S=\sum_i 1/m_i$.

```lean
/-- The conductivity mass: the harmonic mean of the principal masses,
for positive masses and `d ≥ 1`. -/
def conductivityMass (m : Fin d → ℝ) : ℝ := d / ∑ i, 1 / m i
```

A force $F$ produces the acceleration $F_i/m_i$. This is the semiclassical law for a parabolic band, entered as a definition and not derived from `bandEnergy`.

```lean
/-- Acceleration of an electron under the force `F` in a valley whose principal masses `m i`
are nonzero. -/
def acceleration (m F : Fin d → ℝ) (i : Fin d) : ℝ := F i / m i
```

Below, `hm` says that every $m_i$ is positive, as at a true band minimum, and `[NeZero d]` says that $d\ge1$.

## (a) The sign of the density-of-states mass

Show that positive principal masses give
$$m_D>0.$$

A product of positive numbers is positive, and so is any real power of it. The two lemmas in the proof state these facts.

```lean
/-- For positive masses the density-of-states mass is positive. -/
theorem dosMass_pos (m : Fin d → ℝ) (hm : ∀ i, 0 < m i) : 0 < dosMass m :=
  Real.rpow_pos_of_pos (Finset.prod_pos fun i _ => hm i) _
```

## (b) Removing the root

For $d\ge1$, show that
$$m_D^{\,d}=\prod_i m_i.$$

Raising $(\prod_i m_i)^{1/d}$ to the power $d$ cancels the exponent, since the product is positive and $d\neq0$. The lemma `Real.rpow_inv_natCast_pow` asks only that the product be non-negative and that $d\neq0$, so the code weakens positivity with `.le`.

```lean
/-- For positive masses in `d ≥ 1` dimensions, the `d`-th power of the density-of-states mass
is the product of the principal masses. -/
theorem dosMass_pow [NeZero d] (m : Fin d → ℝ) (hm : ∀ i, 0 < m i) :
    dosMass m ^ d = ∏ i, m i := by
  rw [dosMass, one_div]
  exact Real.rpow_inv_natCast_pow (Finset.prod_pos fun i _ => hm i).le (NeZero.ne d)
```

## (c) From ellipsoid to ball

Compare the region with that of a valley whose masses are all 1:
$$\operatorname{vol}\Omega_m(E)=\Big(\prod_i\sqrt{m_i}\Big)\operatorname{vol}\Omega_1(E).$$

Put $q_i=k_i/\sqrt{m_i}$. Then $\hbar^2k_i^2/(2m_i)=\hbar^2q_i^2/2$, so $k$ lies in $\Omega_m(E)$ exactly when $q$ lies in $\Omega_1(E)$. The map $k\mapsto q$ is diagonal with determinant $\prod_i m_i^{-1/2}$. Taking the preimage divides volumes by this determinant, which gives the stated factor.

In Lean the map is `f`, `hset` identifies the preimage, and `hdet` computes the determinant. Volumes may be infinite (take $\hbar=0$, $E\ge0$ and $d\ge1$), so `ENNReal.ofReal` places the factor among the extended non-negative reals.

```lean
/-- For positive masses, the volume of wave-vector space below energy `E` is that of a valley
with unit masses times the product of the square roots of the principal masses. -/
theorem volume_statesBelow (hbar E : ℝ) (m : Fin d → ℝ) (hm : ∀ i, 0 < m i) :
    volume (statesBelow hbar m E) =
      ENNReal.ofReal (∏ i, √(m i)) * volume (statesBelow (d := d) hbar (fun _ => 1) E) := by
  -- rescaling each axis turns the ellipsoid into a ball
  obtain ⟨f, hf⟩ : ∃ f : (Fin d → ℝ) →ₗ[ℝ] (Fin d → ℝ),
      f = Matrix.toLin' (Matrix.diagonal fun i => (√(m i))⁻¹) := ⟨_, rfl⟩
  have hpos : 0 < ∏ i, √(m i) := Finset.prod_pos fun i _ => Real.sqrt_pos.2 (hm i)
  have hdet : LinearMap.det f = (∏ i, √(m i))⁻¹ := by
    rw [hf, LinearMap.det_toLin', Matrix.det_diagonal, Finset.prod_inv_distrib]
  have hset : statesBelow hbar m E = f ⁻¹' statesBelow hbar (fun _ => 1) E := by
    ext k
    have hE : bandEnergy hbar (fun _ => 1) (f k) = bandEnergy hbar m k := by
      unfold bandEnergy
      refine Finset.sum_congr rfl fun i _ => ?_
      have hfi : f k i = (√(m i))⁻¹ * k i := by
        rw [hf, Matrix.toLin'_apply, Matrix.mulVec_diagonal]
      have hi := (hm i).ne'
      simp only [hfi, mul_pow, inv_pow, Real.sq_sqrt (hm i).le]
      field_simp
    simp only [statesBelow, Set.mem_preimage, Set.mem_ofPred_eq, hE]
  have hne : LinearMap.det f ≠ 0 := by
    rw [hdet]
    exact inv_ne_zero hpos.ne'
  rw [hset, Measure.addHaar_preimage_linearMap volume hne, hdet, inv_inv, abs_of_pos hpos]
```

## (d) An isotropic valley with as many states

For $d\ge1$, show that at every energy
$$\operatorname{vol}\Omega_m(E)=\operatorname{vol}\Omega_{m_D}(E),$$
where the valley on the right has mass $m_D$ along every axis.

By (c), the two volumes carry the factors $\prod_i\sqrt{m_i}$ and $(\sqrt{m_D})^d$. Both are non-negative, and their squares are $\prod_i m_i$ and $m_D^d$, which agree by (b). Hence the factors agree; this is `hprod`, and the final rewriting applies (c) to each valley.

```lean
/-- A valley with positive masses in `d ≥ 1` dimensions has the same volume of wave-vector space
below every energy as an isotropic valley with the density-of-states mass. -/
theorem volume_statesBelow_dosMass [NeZero d] (hbar E : ℝ) (m : Fin d → ℝ)
    (hm : ∀ i, 0 < m i) :
    volume (statesBelow hbar m E) =
      volume (statesBelow (d := d) hbar (fun _ => dosMass m) E) := by
  have hg := dosMass_pos m hm
  have hprod : ∏ i, √(m i) = √(dosMass m) ^ d := by
    refine (pow_left_inj₀ (Finset.prod_nonneg fun i _ => Real.sqrt_nonneg _)
      (pow_nonneg (Real.sqrt_nonneg _) d) two_ne_zero).1 ?_
    rw [← Finset.prod_pow, ← pow_mul, mul_comm d 2, pow_mul, Real.sq_sqrt hg.le,
      dosMass_pow m hm]
    exact Finset.prod_congr rfl fun i _ => Real.sq_sqrt (hm i).le
  rw [volume_statesBelow hbar E m hm, volume_statesBelow hbar E (fun _ => dosMass m) fun _ => hg,
    hprod]
  simp only [Finset.prod_const, Finset.card_univ, Fintype.card_fin]
```

## (e) Averaging over valleys

Take $d$ equally populated valleys, where valley $s$ has mass $m_{i+s}$ along axis $i$, with indices modulo $d$. Show that
$$m_C\cdot\frac1d\sum_s\frac{F_i}{m_{i+s}}=F_i .$$

For fixed $i$, the index $i+s$ visits every axis once as $s$ varies. The sum is therefore $F_iS$, and $(d/S)(F_iS/d)=F_i$. The relabelling is `Equiv.sum_comp` applied to the shift `Equiv.addLeft i`.

The average electron thus accelerates like a particle of mass $m_C$. Passing from this to a conductivity also takes a model of scattering, which is not included here; the simplest choice is one scattering time common to all valleys and directions.

```lean
/-- Average the acceleration over `d ≥ 1` equally populated valleys related by cyclic permutation
of the axes, with positive masses: the conductivity mass times this average is the force. -/
theorem conductivityMass_mul_average [NeZero d] (m F : Fin d → ℝ) (hm : ∀ i, 0 < m i)
    (i : Fin d) :
    conductivityMass m * ((∑ s, acceleration (fun j => m (j + s)) F i) / d) = F i := by
  have hd : (d : ℝ) ≠ 0 := Nat.cast_ne_zero.2 (NeZero.ne d)
  have hS : 0 < ∑ j, 1 / m j :=
    Finset.sum_pos (fun j _ => one_div_pos.2 (hm j)) ⟨0, Finset.mem_univ _⟩
  -- along a fixed axis, the valleys present every principal mass once
  have hs : ∑ s, acceleration (fun j => m (j + s)) F i = F i * ∑ j, 1 / m j := by
    have h0 := Equiv.sum_comp (Equiv.addLeft i) (fun j => 1 / m j)
    simp only [Equiv.coe_addLeft] at h0
    rw [← h0, Finset.mul_sum]
    refine Finset.sum_congr rfl fun s _ => ?_
    rw [acceleration, mul_one_div]
  rw [conductivityMass, hs]
  generalize (∑ j, 1 / m j) = S at hS ⊢
  have hS' := hS.ne'
  field_simp
```

## (f) Comparing the two means

For $d\ge1$, prove that
$$m_C\le m_D,\qquad m_C=m_D\iff m_i=m_j\ \text{for all }i,j.$$

Set $x_i=m_D/m_i>0$. By (b),
$$\sum_i\log x_i=d\log m_D-\sum_i\log m_i=0,$$
and therefore
$$\sum_i(x_i-1-\log x_i)=m_DS-d.$$
Since $\log x\le x-1$ for $x>0$, every term on the left is non-negative. So $m_DS\ge d$, and dividing by $S>0$ gives $m_C\le m_D$.

If $m_C=m_D$, then $m_DS=d$ and the sum is zero, so every term is zero. As $\log x=x-1$ only at $x=1$, every $m_i$ equals $m_D$. Conversely, if all masses equal $c$, then $m_D^d=c^d$ gives $m_D=c$, while $m_C=d/(d/c)=c$.

The facts `hzero`, `hsum` and `hterm` are the vanishing logarithms, the sum identity and the non-negative terms.

```lean
/-- For positive masses in `d ≥ 1` dimensions, the conductivity mass is at most the
density-of-states mass, with equality if and only if all principal masses are equal. -/
theorem conductivityMass_le_dosMass [NeZero d] (m : Fin d → ℝ) (hm : ∀ i, 0 < m i) :
    conductivityMass m ≤ dosMass m ∧
      (conductivityMass m = dosMass m ↔ ∀ i j, m i = m j) := by
  have hg := dosMass_pos m hm
  have hd : (d : ℝ) ≠ 0 := Nat.cast_ne_zero.2 (NeZero.ne d)
  have hS : 0 < ∑ i, 1 / m i :=
    Finset.sum_pos (fun i _ => one_div_pos.2 (hm i)) ⟨0, Finset.mem_univ _⟩
  -- the logarithms of the mass ratios cancel in the sum
  have hlog : (d : ℝ) * Real.log (dosMass m) = ∑ i, Real.log (m i) := by
    rw [← Real.log_pow, dosMass_pow m hm, Real.log_prod]
    intro i _
    exact (hm i).ne'
  have hzero : ∑ i, Real.log (dosMass m / m i) = 0 := by
    rw [Finset.sum_congr rfl fun i _ => Real.log_div hg.ne' (hm i).ne',
      Finset.sum_sub_distrib, ← hlog]
    simp
  have hsum : ∑ i, (dosMass m / m i - 1 - Real.log (dosMass m / m i)) =
      dosMass m * (∑ i, 1 / m i) - d := by
    rw [Finset.sum_sub_distrib, Finset.sum_sub_distrib, hzero, Finset.mul_sum]
    simp [div_eq_mul_inv]
  have hterm : ∀ i ∈ Finset.univ,
      0 ≤ dosMass m / m i - 1 - Real.log (dosMass m / m i) := by
    intro i _
    have := Real.log_le_sub_one_of_pos (div_pos hg (hm i))
    linarith
  refine ⟨?_, ?_, ?_⟩
  · rw [conductivityMass, div_le_iff₀ hS]
    have := Finset.sum_nonneg hterm
    linarith
  · -- equality forces every mass ratio to be one
    intro h
    rw [conductivityMass, div_eq_iff hS.ne'] at h
    have hall := (Finset.sum_eq_zero_iff_of_nonneg hterm).1 (by linarith)
    have hi : ∀ i, dosMass m = m i := by
      intro i
      by_contra hne
      have hx : dosMass m / m i ≠ 1 := fun h1 => hne ((div_eq_one_iff_eq (hm i).ne').1 h1)
      have h1 := Real.log_lt_sub_one_of_pos (div_pos hg (hm i)) hx
      have h2 := hall i (Finset.mem_univ i)
      linarith
    intro i j
    rw [← hi i, ← hi j]
  · intro h
    obtain ⟨c, hc⟩ : ∃ c, m = fun _ => c := ⟨m 0, funext fun i => h i 0⟩
    have hc0 : 0 < c := by
      have h0 := hm 0
      rwa [hc] at h0
    have hD : dosMass m = c := by
      refine (pow_left_inj₀ hg.le hc0.le (NeZero.ne d)).1 ?_
      rw [dosMass_pow m hm, hc]
      simp
    rw [hD, hc]
    simp only [conductivityMass, Finset.sum_const, Finset.card_univ, Fintype.card_fin,
      nsmul_eq_mul]
    field_simp
```

The equality case rests on `Finset.sum_eq_zero_iff_of_nonneg`: a finite sum of non-negative terms is zero if and only if each term is zero. Given `hterm`, its forward direction `.1` turns the single equation $m_DS=d$ into one equation per axis, named `hall`. The strict bound `Real.log_lt_sub_one_of_pos` then contradicts `hall` on any axis where $x_i\ne1$.

## (g) Three principal masses

For $m_1,m_2,m_3>0$, deduce that
$$\frac{3}{1/m_1+1/m_2+1/m_3}\le(m_1m_2m_3)^{1/3},$$
with equality if and only if $m_1=m_2=m_3$.

This is (f) with $d=3$. The vector `![m1, m2, m3]` holds the masses, `hC` and `hD` expand the two means, and `fin_cases` runs through the axes.

```lean
/-- In three dimensions, for positive masses, the harmonic-mean conductivity mass is at most the
geometric-mean density-of-states mass, with equality if and only if the valley is isotropic. -/
theorem ellipsoidal_valley (m1 m2 m3 : ℝ) (h1 : 0 < m1) (h2 : 0 < m2) (h3 : 0 < m3) :
    3 / (1 / m1 + 1 / m2 + 1 / m3) ≤ (m1 * m2 * m3) ^ (1 / 3 : ℝ) ∧
      (3 / (1 / m1 + 1 / m2 + 1 / m3) = (m1 * m2 * m3) ^ (1 / 3 : ℝ) ↔
        m1 = m2 ∧ m2 = m3) := by
  have h := conductivityMass_le_dosMass ![m1, m2, m3]
    (by intro i; fin_cases i <;> simp [h1, h2, h3])
  have hC : conductivityMass ![m1, m2, m3] = 3 / (1 / m1 + 1 / m2 + 1 / m3) := by
    simp [conductivityMass, Fin.sum_univ_three]
  have hD : dosMass ![m1, m2, m3] = (m1 * m2 * m3) ^ (1 / 3 : ℝ) := by
    simp [dosMass, Fin.prod_univ_three]
  rw [← hC, ← hD]
  refine ⟨h.1, h.2.trans ⟨fun e => ⟨e 0 1, e 1 2⟩, ?_⟩⟩
  rintro ⟨e1, e2⟩ i j
  fin_cases i <;> fin_cases j <;> simp [e1, e2]
```

## (h) A spheroidal valley

Let the longitudinal mass $m_l$ and the transverse mass $m_t$ be positive and different. Show that
$$\frac{3m_lm_t}{2m_l+m_t}<(m_lm_t^2)^{1/3}.$$

Put $m_1=m_l$ and $m_2=m_3=m_t$ in (g). Multiplying numerator and denominator of $3/(1/m_l+2/m_t)$ by $m_lm_t$ gives the left side; this is `e` in the code. Equality would force $m_l=m_t$, so the inequality is strict.

For example, $m_l=8$ and $m_t=1$ in any mass unit give $m_D=8^{1/3}=2$ and $m_C=24/17\approx1.41$. The ratios $x_i$ are $1/4,2,2$, with product 1, and $m_DS-d=17/4-3=5/4>0$.

```lean
/-- For a spheroidal valley with distinct positive longitudinal and transverse masses, the
conductivity mass is strictly smaller than the density-of-states mass. -/
theorem spheroidal_valley (ml mt : ℝ) (hl : 0 < ml) (ht : 0 < mt) (hne : ml ≠ mt) :
    3 * ml * mt / (2 * ml + mt) < (ml * mt * mt) ^ (1 / 3 : ℝ) := by
  have h := ellipsoidal_valley ml mt mt hl ht ht
  have e : 3 / (1 / ml + 1 / mt + 1 / mt) = 3 * ml * mt / (2 * ml + mt) := by
    have a1 : ml * (1 / ml) = 1 := mul_one_div_cancel hl.ne'
    have a2 : mt * (1 / mt) = 1 := mul_one_div_cancel ht.ne'
    rw [div_eq_div_iff (by positivity) (by positivity)]
    linear_combination (-3 * mt) * a1 - 6 * ml * a2
  rw [← e]
  exact lt_of_le_of_ne h.1 fun heq => hne (h.2.1 heq).1

end

end EffectiveMass
```

```lean
#print axioms EffectiveMass.volume_statesBelow_dosMass
#print axioms EffectiveMass.conductivityMass_mul_average
#print axioms EffectiveMass.ellipsoidal_valley
#print axioms EffectiveMass.spheroidal_valley
```

```
'EffectiveMass.volume_statesBelow_dosMass' depends on axioms: [propext, Classical.choice, Quot.sound]
'EffectiveMass.conductivityMass_mul_average' depends on axioms: [propext, Classical.choice, Quot.sound]
'EffectiveMass.ellipsoidal_valley' depends on axioms: [propext, Classical.choice, Quot.sound]
'EffectiveMass.spheroidal_valley' depends on axioms: [propext, Classical.choice, Quot.sound]
```
